# A linear form that squares to x² has Clifford coefficients

The coefficients a_i are taken here from an arbitrary associative complex algebra with a unit, not from matrices of a chosen size. The argument uses only sums, associative products, the unit 1 and multiplication by scalars, including division by nonzero ones. Taking Hermitian N × N matrices would build in the self-adjointness that a Hamiltonian needs, but would restrict the theorem to such matrices; a general algebra has no adjoint.

## From the square to the anticommutators

Let i run over a finite index set, let g be a real symmetric matrix, and for real vectors x, y write

L(x) = ∑ x_i a_i,  g(x,y) = ∑ g_ij x_i y_j.

Suppose L(x)² = g(x,x)·1 for every x. Since L(x+y) = L(x) + L(y),

L(x)L(y) + L(y)L(x) = L(x+y)² − L(x)² − L(y)²
= [g(x+y,x+y) − g(x,x) − g(y,y)]·1 = 2g(x,y)·1.

The last step uses the symmetry of g. Unit vectors x = e_i, y = e_j give

a_i a_j + a_j a_i = 2g_ij·1.

Conversely, these relations imply

2L(x)² = ∑ x_i x_j (a_i a_j + a_j a_i) = 2g(x,x)·1.

For g_ij = δ_ij they say that a_i² = 1 and that a_i a_j = −a_j a_i for i ≠ j. If two distinct coefficients also commuted, then a_i a_j = 0, and 1 = a_i² a_j² = a_i(a_i a_j)a_j = 0. In a nontrivial algebra this is impossible, so once there are at least two coefficients, none of them can be an ordinary number.

## The Hamiltonian at fixed mass

Now let L(p) = ∑ p_i α_i and H(p) = cL(p) + mc²β, where c is the speed of light and m the rest mass, both nonzero. Then

H(p)² = c²L(p)² + mc³[L(p)β + βL(p)] + m²c⁴β².

Require H(p)² = (c²p² + m²c⁴)·1 for all p, the relativistic energy–momentum relation.

- At p = 0, m²c⁴β² = m²c⁴·1, so β² = 1.
- Subtracting the equation at −p from that at p gives 2mc³[L(p)β + βL(p)] = 0. With p = e_i, α_iβ = −βα_i.
- What remains is c²L(p)² = c²p²·1, so L(p)² = p²·1 and the Euclidean case applies to the α_i.

Conversely, inserting these relations into the expansion returns the required square.

## Definitions in Lean

The finite type `ι` holds the indices and `A` is the algebra.

```lean
import Mathlib

open Matrix

namespace DiracLinearisation

noncomputable section

variable {ι A : Type*} [Fintype ι] [Ring A] [Algebra ℂ A]
```

`linForm a x` is L(x). The components of x are real, and are read as complex numbers to act on `A`.

```lean
/-- The linear expression `∑ x_i a_i` with real components `x_i` and algebra-valued
coefficients `a_i`. -/
def linForm (a : ι → A) (x : ι → ℝ) : A := ∑ i, (x i : ℂ) • a i
```

`metricForm g x y` is g(x,y); no signature is fixed, so Minkowski metrics are included.

```lean
/-- The bilinear form `∑ g_ij x_i y_j` of a real matrix `g`. -/
def metricForm (g : Matrix ι ι ℝ) (x y : ι → ℝ) : ℝ := ∑ i, ∑ j, g i j * x i * y j
```

The momentum in `diracHamiltonian` is a vector of real numbers, as for a plane wave, and there is no potential. The definition accepts any α_i and β in `A`; the relations that make it a Dirac Hamiltonian are not built in.

```lean
/-- The free Dirac Hamiltonian `c ∑ p_i α_i + m c² β` at momentum `p`. -/
def diracHamiltonian (c m : ℝ) (α : ι → A) (β : A) (p : ι → ℝ) : A :=
  (c : ℂ) • linForm α p + ((m * c ^ 2 : ℝ) : ℂ) • β
```

## Polarisation and the Clifford relations

Two algebraic tools come first: cancelling a nonzero scalar, and expanding the square of a two-term sum without commuting its factors.

```lean
private lemma smul_cancel {r : ℂ} (hr : r ≠ 0) {u v : A} (h : r • u = r • v) : u = v := by
  rw [← inv_smul_smul₀ hr u, h, inv_smul_smul₀ hr]

private lemma sq_expand (u v : ℂ) (S b : A) :
    (u • S + v • b) ^ 2 = u ^ 2 • S ^ 2 + (u * v) • (S * b + b * S) + v ^ 2 • b ^ 2 := by
  simp only [pow_two (u • S + v • b), pow_two S, pow_two b, add_mul, mul_add,
    smul_mul_assoc, mul_smul_comm]
  module
```

The next two lemmas evaluate L at a unit vector and expand g(x+y,x+y), where `hg` supplies the symmetry.

```lean
private lemma linForm_single [DecidableEq ι] (a : ι → A) (i : ι) :
    linForm a (Pi.single i 1) = a i := by
  rw [linForm, Finset.sum_eq_single i]
  · simp
  · intro j _ hj
    simp [Pi.single_eq_of_ne hj]
  · simp

private lemma metricForm_add_self {g : Matrix ι ι ℝ} (hg : g.IsSymm) (x y : ι → ℝ) :
    metricForm g (x + y) (x + y)
      = metricForm g x x + 2 * metricForm g x y + metricForm g y y := by
  have hs : metricForm g y x = metricForm g x y := by
    unfold metricForm
    rw [Finset.sum_comm]
    refine Finset.sum_congr rfl fun i _ => Finset.sum_congr rfl fun j _ => ?_
    rw [hg.apply i j]
    ring
  have he : metricForm g (x + y) (x + y)
      = metricForm g x x + metricForm g x y + metricForm g y x + metricForm g y y := by
    simp only [metricForm, ← Finset.sum_add_distrib, Pi.add_apply]
    refine Finset.sum_congr rfl fun i _ => Finset.sum_congr rfl fun j _ => ?_
    ring
  rw [he, hs]
  ring
```

The polarised identity follows by subtracting squares, with `noncomm_ring` keeping the order of factors.

```lean
/-- Polarisation: if `g` is symmetric and the linear expression squares to its form for every real
vector, the anticommutator of two such expressions is twice the metric product of their vectors. -/
theorem anticommutator_of_square {g : Matrix ι ι ℝ} (hg : g.IsSymm) {a : ι → A}
    (h : ∀ x, linForm a x ^ 2 = (metricForm g x x : ℂ) • (1 : A)) (x y : ι → ℝ) :
    linForm a x * linForm a y + linForm a y * linForm a x
      = ((2 * metricForm g x y : ℝ) : ℂ) • (1 : A) := by
  have hadd : linForm a (x + y) = linForm a x + linForm a y := by
    simp [linForm, add_smul, Finset.sum_add_distrib]
  have hxy := h (x + y)
  rw [hadd, metricForm_add_self hg] at hxy
  calc linForm a x * linForm a y + linForm a y * linForm a x
      = (linForm a x + linForm a y) ^ 2 - linForm a x ^ 2 - linForm a y ^ 2 := by
        noncomm_ring
    _ = _ := by
        rw [hxy, h x, h y]
        push_cast
        module
```

The equivalence uses unit vectors in one direction. In the other, `e` and `e'` write the same double sum with the factors in both orders, and adding them produces the anticommutator.

```lean
/-- For a symmetric metric `g`, the linear expression squares to the metric form for every
real vector exactly when `a_i a_j + a_j a_i = 2 g_ij`. -/
theorem square_iff_clifford {g : Matrix ι ι ℝ} (hg : g.IsSymm) (a : ι → A) :
    (∀ x, linForm a x ^ 2 = (metricForm g x x : ℂ) • (1 : A)) ↔
      ∀ i j, a i * a j + a j * a i = ((2 * g i j : ℝ) : ℂ) • (1 : A) := by
  classical
  constructor
  · -- evaluate the polarised identity on unit vectors
    intro h i j
    have hm : metricForm g (Pi.single i 1) (Pi.single j 1) = g i j := by
      simp [metricForm, Pi.single_apply]
    have := anticommutator_of_square hg h (Pi.single i 1) (Pi.single j 1)
    simpa only [linForm_single, hm] using this
  · -- symmetrise the double sum
    intro h x
    have e : linForm a x ^ 2 = ∑ i, ∑ j, ((x i : ℂ) * (x j : ℂ)) • (a i * a j) := by
      rw [pow_two, linForm, Finset.sum_mul_sum]
      refine Finset.sum_congr rfl fun i _ => Finset.sum_congr rfl fun j _ => ?_
      rw [smul_mul_smul_comm]
    have e' : linForm a x ^ 2 = ∑ i, ∑ j, ((x i : ℂ) * (x j : ℂ)) • (a j * a i) := by
      rw [e, Finset.sum_comm]
      refine Finset.sum_congr rfl fun i _ => Finset.sum_congr rfl fun j _ => ?_
      rw [mul_comm (x j : ℂ) (x i : ℂ)]
    apply smul_cancel (two_ne_zero : (2 : ℂ) ≠ 0)
    calc (2 : ℂ) • linForm a x ^ 2 = linForm a x ^ 2 + linForm a x ^ 2 := two_smul _ _
      _ = ∑ i, ∑ j, ((x i : ℂ) * (x j : ℂ)) • (a i * a j + a j * a i) :=
          (congrArg₂ (· + ·) e e').trans (by simp only [smul_add, Finset.sum_add_distrib])
      _ = (2 : ℂ) • ((metricForm g x x : ℂ) • (1 : A)) := by
          simp only [h, metricForm]
          push_cast
          simp only [Finset.sum_smul, Finset.smul_sum]
          refine Finset.sum_congr rfl fun i _ => Finset.sum_congr rfl fun j _ => ?_
          module
```

Symmetry of g matters: for g_12 = 1, g_21 = −1 and zero diagonal, g(x,x) = 0, so a_1 = a_2 = 0 satisfies the square condition, yet the relation would demand 0 = 2·1.

Setting g to the identity matrix gives Dirac's relations, with the cases i = j and i ≠ j treated separately.

```lean
/-- Dirac's linearisation: `(∑ x_i a_i)² = ∑ x_i²` holds for every real `x` exactly when each
`a_i` squares to one and distinct `a_i` anticommute. -/
theorem dirac_linearisation_iff (a : ι → A) :
    (∀ x : ι → ℝ, linForm a x ^ 2 = ((∑ i, x i ^ 2 : ℝ) : ℂ) • (1 : A)) ↔
      (∀ i, a i ^ 2 = 1) ∧ ∀ i j, i ≠ j → a i * a j = -(a j * a i) := by
  classical
  have q : ∀ x : ι → ℝ, metricForm (1 : Matrix ι ι ℝ) x x = ∑ i, x i ^ 2 := by
    intro x
    simp [metricForm, Matrix.one_apply, pow_two]
  have key := square_iff_clifford (g := (1 : Matrix ι ι ℝ)) Matrix.isSymm_one a
  simp only [q] at key
  rw [key]
  constructor
  · intro h
    refine ⟨fun i => ?_, fun i j hij => ?_⟩
    · have hi := h i i
      rw [Matrix.one_apply_eq] at hi
      apply smul_cancel (two_ne_zero : (2 : ℂ) ≠ 0)
      rw [two_smul, pow_two, hi]
      simp
    · have hi := h i j
      rw [Matrix.one_apply_ne hij] at hi
      exact eq_neg_of_add_eq_zero_left (by simpa using hi)
  · rintro ⟨h1, h2⟩ i j
    by_cases hij : i = j
    · subst hij
      rw [Matrix.one_apply_eq, ← pow_two, h1, mul_one, Complex.ofReal_ofNat, two_smul]
    · rw [Matrix.one_apply_ne hij, h2 i j hij]
      simp
```

`Nontrivial A` says that 1 ≠ 0, which the contradiction needs.

```lean
/-- In a nontrivial algebra, two distinct coefficients of a Dirac linearisation never
commute. -/
theorem coefficients_not_commute [Nontrivial A] {a : ι → A}
    (h : ∀ x : ι → ℝ, linForm a x ^ 2 = ((∑ i, x i ^ 2 : ℝ) : ℂ) • (1 : A))
    {i j : ι} (hij : i ≠ j) : a i * a j ≠ a j * a i := by
  obtain ⟨h1, h2⟩ := (dirac_linearisation_iff a).mp h
  intro hc
  have e := h2 i j hij
  rw [← hc] at e
  have h0 : a i * a j = 0 := by
    apply smul_cancel (two_ne_zero : (2 : ℂ) ≠ 0)
    rw [two_smul, smul_zero]
    exact eq_neg_iff_add_eq_zero.mp e
  apply one_ne_zero (α := A)
  calc (1 : A) = a i ^ 2 * a j ^ 2 := by rw [h1 i, h1 j, one_mul]
    _ = a i * (a i * a j) * a j := by noncomm_ring
    _ = 0 := by rw [h0, mul_zero, zero_mul]
```

## The free Dirac Hamiltonian

The next theorem identifies the algebra behind the kinetic and rest-mass terms of the Dirac Hamiltonian, which four-component relativistic electronic-structure methods combine with potentials. In the proof, `hβ` is the step at p = 0 and `hx` the comparison of opposite momenta.

```lean
/-- For fixed nonzero `c` and `m`, the Dirac Hamiltonian squares to `c²p² + m²c⁴` at every
momentum exactly when the `α_i` and `β` all square to one and anticommute pairwise. -/
theorem diracHamiltonian_sq_iff {c m : ℝ} (hc : c ≠ 0) (hm : m ≠ 0) (α : ι → A) (β : A) :
    (∀ p : ι → ℝ, diracHamiltonian c m α β p ^ 2
        = ((c ^ 2 * ∑ i, p i ^ 2 + (m * c ^ 2) ^ 2 : ℝ) : ℂ) • (1 : A)) ↔
      ((∀ i, α i ^ 2 = 1) ∧ ∀ i j, i ≠ j → α i * α j = -(α j * α i)) ∧
        β ^ 2 = 1 ∧ ∀ i, α i * β = -(β * α i) := by
  classical
  have hc' : (c : ℂ) ≠ 0 := Complex.ofReal_ne_zero.mpr hc
  have hM : ((m * c ^ 2 : ℝ) : ℂ) ≠ 0 :=
    Complex.ofReal_ne_zero.mpr (mul_ne_zero hm (pow_ne_zero 2 hc))
  constructor
  · intro h
    -- a particle at rest fixes the square of β
    have hβ : β ^ 2 = 1 := by
      have z : linForm α 0 = 0 := by simp [linForm]
      have h0 := h 0
      rw [diracHamiltonian, sq_expand, z] at h0
      simp only [Pi.zero_apply, ne_eq, OfNat.ofNat_ne_zero, not_false_eq_true, zero_pow,
        zero_mul, mul_zero, add_zero, zero_add, smul_zero, Finset.sum_const_zero,
        Complex.ofReal_pow] at h0
      exact smul_cancel (pow_ne_zero 2 hM) h0
    -- opposite momenta have the same energy, so the cross term vanishes
    have hx : ∀ p, linForm α p * β + β * linForm α p = 0 := by
      intro p
      have hneg : linForm α (-p) = -linForm α p := by simp [linForm]
      have h1 := h p
      have h2 := h (-p)
      rw [diracHamiltonian, sq_expand] at h1 h2
      rw [hneg] at h2
      simp only [Pi.neg_apply, neg_sq] at h2
      apply smul_cancel (mul_ne_zero (two_ne_zero : (2 : ℂ) ≠ 0) (mul_ne_zero hc' hM))
      rw [smul_zero]
      refine Eq.trans ?_ (sub_eq_zero.mpr (h1.trans h2.symm))
      simp only [neg_mul, mul_neg]
      module
    refine ⟨(dirac_linearisation_iff α).mp fun x => ?_, hβ, fun i => ?_⟩
    · apply smul_cancel (pow_ne_zero 2 hc')
      have h1 := h x
      rw [diracHamiltonian, sq_expand, hx x, hβ, smul_zero, add_zero] at h1
      rw [eq_sub_of_add_eq h1]
      push_cast
      module
    · have hi := hx (Pi.single i 1)
      rw [linForm_single] at hi
      exact eq_neg_of_add_eq_zero_left hi
  · rintro ⟨hα, hβ, hαβ⟩ p
    have hL := (dirac_linearisation_iff α).mpr hα p
    have hx : linForm α p * β + β * linForm α p = 0 := by
      simp only [linForm, Finset.sum_mul, Finset.mul_sum, smul_mul_assoc, mul_smul_comm,
        ← Finset.sum_add_distrib]
      exact Finset.sum_eq_zero fun i _ => by rw [hαβ i]; module
    rw [diracHamiltonian, sq_expand, hL, hx, hβ]
    push_cast
    module
```

The mass must be nonzero: at m = 0 the choice β = 0 leaves H(p)² unchanged, but β² = 1 fails.

The Pauli matrices realise the relation in two space dimensions. The proof compares the four matrix entries, using i² = −1 where needed.

```lean
/-- In two space dimensions, the Pauli matrices `α = (σ_x, σ_y)` and `β = σ_z` give a Dirac
Hamiltonian whose square is `c²p² + m²c⁴`. -/
theorem diracHamiltonian_witness (c m : ℝ) (p : Fin 2 → ℝ) :
    diracHamiltonian c m
        ![(!![0, 1; 1, 0] : Matrix (Fin 2) (Fin 2) ℂ), !![0, -Complex.I; Complex.I, 0]]
        !![1, 0; 0, -1] p ^ 2
      = ((c ^ 2 * ∑ i, p i ^ 2 + (m * c ^ 2) ^ 2 : ℝ) : ℂ) • 1 := by
  rw [pow_two]
  ext i j
  fin_cases i <;> fin_cases j <;>
    simp [diracHamiltonian, linForm, Matrix.mul_apply, Fin.sum_univ_two]
  all_goals first
    | ring1
    | linear_combination (-(c : ℂ) ^ 2 * (p 1 : ℂ) ^ 2) * Complex.I_sq

end

end DiracLinearisation
```

```lean
#print axioms DiracLinearisation.square_iff_clifford
#print axioms DiracLinearisation.coefficients_not_commute
#print axioms DiracLinearisation.diracHamiltonian_sq_iff
```

```
'DiracLinearisation.square_iff_clifford' depends on axioms: [propext, Classical.choice, Quot.sound]
'DiracLinearisation.coefficients_not_commute' depends on axioms: [propext, Classical.choice, Quot.sound]
'DiracLinearisation.diracHamiltonian_sq_iff' depends on axioms: [propext, Classical.choice, Quot.sound]
```
